# Braid relations for Majorana exchange operators

Take three Majorana modes in a row and exchange the left pair, then the right pair, then the left pair again, turning each pair clockwise. Starting with the right pair instead, and alternating in the same way, gives a braid that can be deformed into the first without cutting a strand. If the operator products for the two sequences differed by more than an overall phase, the operation on the quantum state would not be determined by the braid, and the modes of a topological superconductor could not be said to carry out a gate fixed by topology.

The usual operators pass this test. Let $g_0,\dots,g_n$ be elements of a real algebra with $g_i^2=1$ and $g_ig_j=-g_jg_i$ for $i\neq j$, and set
$$B_i=\frac{1+g_ig_{i+1}}{\sqrt2},\qquad 0\le i<n.$$
Then $B_iB_{i+1}B_i=B_{i+1}B_iB_{i+1}$ whenever both operators exist, $B_iB_j=B_jB_i$ for $|i-j|>1$, and $B_i^8=1$. Conjugation by $B_i$, that is $x\mapsto B_ixB_i^{-1}$, sends $g_i$ to $-g_{i+1}$ and $g_{i+1}$ to $g_i$, and leaves the other Majoranas alone.

## Derivation from the anticommutation rules

It is convenient to work with any two different modes $i,j$. Write $u=g_ig_j$ and $E_{ij}=(1+u)/\sqrt2$, so that $B_i=E_{i,i+1}$. One anticommutation gives
$$u^2=g_ig_jg_ig_j=-g_i^2g_j^2=-1.$$

**Powers.** Since $(1+u)^2=1+2u+u^2=2u$, we have $E_{ij}^2=u$. Hence $E_{ij}^4=u^2=-1$ and $E_{ij}^8=1$.

**Inverse and conjugation.** The reversed exchange is $E_{ji}=(1+g_jg_i)/\sqrt2=(1-u)/\sqrt2$. Both products of $E_{ij}$ and $E_{ji}$ equal $(1-u^2)/2=1$, so $E_{ji}=E_{ij}^{-1}$. Next,
$$ug_i=g_ig_jg_i=-g_j,\qquad g_iu=g_j,\qquad ug_j=g_i,\qquad g_ju=g_jg_ig_j=-g_i,$$
so $u$ anticommutes with $g_i$ and $g_j$. Moving $g_i$ to the right through $1-u$ therefore turns it into $1+u$:
$$E_{ij}\,g_i\,E_{ij}^{-1}=\tfrac12(1+u)^2g_i=ug_i=-g_j.$$
In the same way $E_{ij}\,g_j\,E_{ij}^{-1}=ug_j=g_i$.

**Spectators.** If $k$ differs from $i$ and $j$, moving $g_k$ through $g_ig_j$ costs two signs, which cancel. Thus $E_{ij}$ commutes with $g_k$, and conjugation fixes $g_k$. It also commutes with any exchange built from two spectators, which covers distant $B_i$ and $B_j$.

**The braid relation.** For three different modes put $u=g_ig_j$ and $v=g_jg_k$. Then $uv=g_ig_k$, while
$$vu=g_jg_kg_ig_j=g_j^2g_kg_i=-g_ig_k,$$
so $uv=-vu$. It follows that $uvu=-vu^2=v$ and $vuv=-v^2u=u$. Expanding,
$$(1+u)(1+v)(1+u)=1+2u+v+u^2+uv+vu+uvu=2u+2v.$$
The result is symmetric in $u$ and $v$, so exchanging their roles changes nothing. Both sides of the braid relation equal $(u+v)/\sqrt2$.

Neighbouring exchanges do not commute:
$$E_{ij}E_{jk}-E_{jk}E_{ij}=\tfrac12(uv-vu)=g_ig_k.$$
The right-hand side squares to $-1$, so it is nonzero in any nonzero algebra.

## Majoranas and exchanges in Lean

The Majoranas live in a ring `A`, indexed by an arbitrary type `ι`.

```lean
import Mathlib

open scoped Kronecker

namespace MajoranaBraiding

noncomputable section

variable {ι A : Type*} [Ring A]
```

The predicate `IsMajorana` contains the two algebraic rules and nothing else. It fixes the normalisation $g_i^2=1$. Hermiticity and a Hilbert space are not required.

```lean
/-- A family of Majorana operators: each squares to one and different ones anticommute. -/
structure IsMajorana (g : ι → A) : Prop where
  sq : ∀ i, g i * g i = 1
  anti : ∀ i j, i ≠ j → g i * g j = -(g j * g i)
```

To make sense of the factor $1/\sqrt2$, the ring is also taken to be a real algebra. Complex matrices qualify, because they can be multiplied by real numbers. The symbol `•` is that scalar multiplication, and `exchange g i j` is $E_{ij}$.

```lean
/-- The operator `(1 + g_i g_j)/√2` that exchanges the Majorana modes `i` and `j`. -/
def exchange [Algebra ℝ A] (g : ι → A) (i j : ι) : A :=
  (Real.sqrt 2)⁻¹ • (1 + g i * g j)
```

A chain has `n + 1` Majoranas and `n` neighbouring pairs. For `i : Fin n`, the indices `i.castSucc` and `i.succ` are the positions $i$ and $i+1$ among the Majoranas, so `braid g i` is $B_i$.

```lean
/-- The exchange of the neighbouring modes `i` and `i + 1` on a chain of `n + 1` Majoranas. -/
def braid [Algebra ℝ A] {n : ℕ} (g : Fin (n + 1) → A) (i : Fin n) : A :=
  exchange g i.castSucc i.succ
```

The form of $B_i$ is a definition. It stands for an ideal adiabatic exchange of exactly degenerate zero modes, and no Hamiltonian or motion of vortices enters. The definition also chooses an orientation, the opposite exchange being the inverse, and an overall phase. Another common phase would preserve the braid relation and the conjugation rule but could change the eighth power.

## Products of Majorana pairs

Every product of two exchanges carries the factor $(1/\sqrt2)^2$, which is evaluated once.

```lean
/-- The squared normalisation factor of an exchange is one half. -/
theorem norm_factor_sq : (Real.sqrt 2)⁻¹ * (Real.sqrt 2)⁻¹ = (1 / 2 : ℝ) := by
  rw [← mul_inv, Real.mul_self_sqrt (by norm_num)]
  norm_num
```

The next lemma is $u^2=-1$. Its `calc` block regroups the product, swaps the inner two factors and uses the squares.

```lean
/-- The product of two different Majorana operators squares to minus one. -/
theorem pair_sq {g : ι → A} (hg : IsMajorana g) {i j : ι} (hij : i ≠ j) :
    g i * g j * (g i * g j) = -1 := by
  calc g i * g j * (g i * g j) = g i * (g j * g i) * g j := by noncomm_ring
    _ = g i * (-(g i * g j)) * g j := by rw [hg.anti j i hij.symm]
    _ = -((g i * g i) * (g j * g j)) := by noncomm_ring
    _ = -1 := by rw [hg.sq, hg.sq, mul_one]
```

For pairs sharing a mode, `pair_mul` computes $uv=g_ig_k$ and $vu=-g_ig_k$. Anticommutation of $u$ and $v$ follows by comparing the two.

```lean
/-- Two Majorana pairs that share the mode `j` multiply to `g_i g_k` in one order and to
`-g_i g_k` in the other. -/
theorem pair_mul {g : ι → A} (hg : IsMajorana g) {i j k : ι}
    (hij : i ≠ j) (hjk : j ≠ k) (hik : i ≠ k) :
    g i * g j * (g j * g k) = g i * g k ∧ g j * g k * (g i * g j) = -(g i * g k) := by
  constructor
  · calc g i * g j * (g j * g k) = g i * (g j * g j) * g k := by noncomm_ring
      _ = g i * g k := by rw [hg.sq, mul_one]
  · calc g j * g k * (g i * g j) = g j * (g k * g i) * g j := by noncomm_ring
      _ = g j * (-(g i * g k)) * g j := by rw [hg.anti k i hik.symm]
      _ = -((g j * g i) * (g k * g j)) := by noncomm_ring
      _ = -((-(g i * g j)) * (-(g j * g k))) := by
          rw [hg.anti j i hij.symm, hg.anti k j hjk.symm]
      _ = -(g i * (g j * g j) * g k) := by noncomm_ring
      _ = -(g i * g k) := by rw [hg.sq, mul_one]
```

## Properties of a single exchange

The spectator argument appears with its two sign changes written out. It is first proved for the pair $g_ig_j$, then extended to $1+g_ig_j$ and to its scalar multiple.

```lean
variable [Algebra ℝ A]

/-- An exchange of the modes `i` and `j` commutes with every other Majorana operator. -/
theorem exchange_commute {g : ι → A} (hg : IsMajorana g) {i j k : ι}
    (hik : i ≠ k) (hjk : j ≠ k) : Commute (exchange g i j) (g k) := by
  have h : Commute (g i * g j) (g k) := by
    -- two sign changes cancel
    calc g i * g j * g k = g i * (g j * g k) := by rw [mul_assoc]
      _ = g i * (-(g k * g j)) := by rw [hg.anti j k hjk]
      _ = -((g i * g k) * g j) := by noncomm_ring
      _ = -((-(g k * g i)) * g j) := by rw [hg.anti i k hik]
      _ = g k * (g i * g j) := by noncomm_ring
  unfold exchange
  exact ((Commute.one_left _).add_left h).smul_left _
```

The inverse and the conjugation rule come together. Where the derivation above moved $g_i$ through $1-u$, the proof expands the three products directly, using $g_ig_jg_i=-g_j$. Each unnormalised result is twice the desired one, and `module` absorbs the factor one half.

```lean
/-- The reversed exchange undoes the exchange, and conjugation by the exchange sends `g_i` to
`-g_j` and `g_j` to `g_i`. -/
theorem exchange_conj {g : ι → A} (hg : IsMajorana g) {i j : ι} (hij : i ≠ j) :
    exchange g i j * exchange g j i = 1 ∧
    exchange g i j * g i * exchange g j i = -g j ∧
    exchange g i j * g j * exchange g j i = g i := by
  have haba : g i * g j * g i = -g j := by
    rw [hg.anti i j hij, neg_mul, mul_assoc, hg.sq, mul_one]
  have h1 : (1 + g i * g j) * (1 + g j * g i) = 1 + 1 := by
    calc (1 + g i * g j) * (1 + g j * g i)
        = 1 + (g i * g j + g j * g i) + g i * (g j * g j) * g i := by noncomm_ring
      _ = 1 + 1 := by
          rw [hg.sq j, mul_one, hg.sq i, hg.anti i j hij, neg_add_cancel, add_zero]
  have h2 : (1 + g i * g j) * g i * (1 + g j * g i) = -(g j + g j) := by
    calc (1 + g i * g j) * g i * (1 + g j * g i)
        = (g i + g i * g j * g i) * (1 + g j * g i) := by noncomm_ring
      _ = (g i + -g j) * (1 + g j * g i) := by rw [haba]
      _ = g i - g j + g i * g j * g i - (g j * g j) * g i := by noncomm_ring
      _ = -(g j + g j) := by rw [haba, hg.sq, one_mul]; abel
  have h3 : (1 + g i * g j) * g j * (1 + g j * g i) = g i + g i := by
    calc (1 + g i * g j) * g j * (1 + g j * g i)
        = (g j + g i * (g j * g j)) * (1 + g j * g i) := by noncomm_ring
      _ = (g j + g i) * (1 + g j * g i) := by rw [hg.sq, mul_one]
      _ = g j + g i + (g j * g j) * g i + g i * g j * g i := by noncomm_ring
      _ = g i + g i := by rw [haba, hg.sq, one_mul]; abel
  simp only [exchange, smul_mul_assoc, mul_smul_comm, smul_smul, norm_factor_sq]
  rw [h1, h2, h3]
  refine ⟨?_, ?_, ?_⟩ <;> module
```

The powers follow the order used by hand: the square is $g_ig_j$, and squaring twice more gives $-1$ and $1$.

```lean
/-- An exchange squares to `g_i g_j`; its fourth power is minus one and its eighth power is
one. -/
theorem exchange_pow {g : ι → A} (hg : IsMajorana g) {i j : ι} (hij : i ≠ j) :
    exchange g i j ^ 2 = g i * g j ∧ exchange g i j ^ 4 = -1 ∧ exchange g i j ^ 8 = 1 := by
  have hu := pair_sq hg hij
  have h2 : exchange g i j ^ 2 = g i * g j := by
    have key : (1 + g i * g j) * (1 + g i * g j) = g i * g j + g i * g j := by
      linear_combination (norm := noncomm_ring) hu
    rw [pow_two]
    simp only [exchange, smul_mul_assoc, mul_smul_comm, smul_smul, norm_factor_sq]
    rw [key]
    module
  have h4 : exchange g i j ^ 4 = -1 :=
    (pow_add (exchange g i j) 2 2).trans (by rw [h2, hu])
  exact ⟨h2, h4, (pow_add (exchange g i j) 4 4).trans (by rw [h4, neg_mul_neg, mul_one])⟩
```

## Two exchanges that share a mode

In the braid relation, the local statement `key` concerns any $u$ and $v$ that square to $-1$ and anticommute. The facts `h1` and `h2` are $uvu=v$ and $vuv=u$. The difference of the two expanded sides is a combination of these and the two squares, which `linear_combination` checks with noncommutative normalisation. In the theorem itself the scalar factors are moved to the front, where they agree on both sides, and `key` supplies the rest.

```lean
/-- Exchanges of `i, j` and of `j, k` obey the braid relation for any three different modes. -/
theorem exchange_braid_relation {g : ι → A} (hg : IsMajorana g) {i j k : ι}
    (hij : i ≠ j) (hjk : j ≠ k) (hik : i ≠ k) :
    exchange g i j * exchange g j k * exchange g i j =
      exchange g j k * exchange g i j * exchange g j k := by
  -- the two pairs `u` and `v` anticommute and square to minus one
  have key : ∀ u v : A, u * u = -1 → v * v = -1 → u * v = -(v * u) →
      (1 + u) * (1 + v) * (1 + u) = (1 + v) * (1 + u) * (1 + v) := by
    intro u v hu hv huv
    have h1 : u * v * u = v := by
      rw [huv, neg_mul, mul_assoc, hu, mul_neg, mul_one, neg_neg]
    have h2 : v * u * v = u := by
      rw [mul_assoc, huv, mul_neg, ← mul_assoc, hv, neg_mul, one_mul, neg_neg]
    linear_combination (norm := noncomm_ring) hu - hv + h1 - h2
  obtain ⟨h1, h2⟩ := pair_mul hg hij hjk hik
  have h := key _ _ (pair_sq hg hij) (pair_sq hg hjk) (by rw [h1, h2, neg_neg])
  simp only [exchange, smul_mul_assoc, mul_smul_comm]
  rw [h]
```

The commutator is a separate result, obtained from the two products in `pair_mul`.

```lean
/-- The commutator of two exchanges that share the mode `j` is `g_i g_k`. -/
theorem exchange_commutator {g : ι → A} (hg : IsMajorana g) {i j k : ι}
    (hij : i ≠ j) (hjk : j ≠ k) (hik : i ≠ k) :
    exchange g i j * exchange g j k - exchange g j k * exchange g i j = g i * g k := by
  obtain ⟨h1, h2⟩ := pair_mul hg hij hjk hik
  have key : (1 + g i * g j) * (1 + g j * g k) - (1 + g j * g k) * (1 + g i * g j)
      = g i * g k + g i * g k := by
    linear_combination (norm := noncomm_ring) h1 - h2
  simp only [exchange, smul_mul_assoc, mul_smul_comm, smul_smul, norm_factor_sq]
  rw [← smul_sub, key]
  module
```

## The relations on a chain

The main theorem assumes only `IsMajorana g` and has four parts. The first is the braid relation for $j=i+1$. The second is commutation for $i+1<j$, which covers both orders because commutation is symmetric. The third is $B_i^8=1$. The fourth provides an element `C` that is a two-sided inverse of $B_i$ and states the conjugation rule with it, including the fixed spectators. With a single Majorana, `n = 0`, there are no exchanges and all four parts are empty.

```lean
/-- On a Majorana chain, neighbouring exchanges obey the braid relation, distant ones commute,
and each has eighth power one. Each is invertible, and conjugation by it sends `g_i` to
`-g_(i+1)` and `g_(i+1)` to `g_i` and fixes all other Majoranas. -/
theorem majorana_braiding {n : ℕ} {g : Fin (n + 1) → A} (hg : IsMajorana g) :
    (∀ i j : Fin n, (j : ℕ) = i + 1 →
      braid g i * braid g j * braid g i = braid g j * braid g i * braid g j) ∧
    (∀ i j : Fin n, (i : ℕ) + 1 < j → braid g i * braid g j = braid g j * braid g i) ∧
    (∀ i : Fin n, braid g i ^ 8 = 1) ∧
    (∀ i : Fin n, ∃ C : A, braid g i * C = 1 ∧ C * braid g i = 1 ∧
      braid g i * g i.castSucc * C = -g i.succ ∧
      braid g i * g i.succ * C = g i.castSucc ∧
      ∀ k, k ≠ i.castSucc → k ≠ i.succ → braid g i * g k * C = g k) := by
  have hne : ∀ i : Fin n, i.castSucc ≠ i.succ := fun i =>
    Fin.ne_of_val_ne (show (i : ℕ) ≠ (i : ℕ) + 1 by omega)
  refine ⟨fun i j hij => ?_, fun i j hij => ?_, fun i => (exchange_pow hg (hne i)).2.2,
    fun i => ?_⟩
  · have h : j.castSucc = i.succ := Fin.ext (show (j : ℕ) = (i : ℕ) + 1 from hij)
    have hjk : i.succ ≠ j.succ := h ▸ hne j
    have hik : i.castSucc ≠ j.succ :=
      Fin.ne_of_val_ne (show (i : ℕ) ≠ (j : ℕ) + 1 by omega)
    unfold braid
    rw [h]
    exact exchange_braid_relation hg (hne i) hjk hik
  · -- both Majoranas of the second pair are spectators of the first exchange
    have h1 : Commute (braid g i) (g j.castSucc) := exchange_commute hg
      (Fin.ne_of_val_ne (show (i : ℕ) ≠ (j : ℕ) by omega))
      (Fin.ne_of_val_ne (show (i : ℕ) + 1 ≠ (j : ℕ) by omega))
    have h2 : Commute (braid g i) (g j.succ) := exchange_commute hg
      (Fin.ne_of_val_ne (show (i : ℕ) ≠ (j : ℕ) + 1 by omega))
      (Fin.ne_of_val_ne (show (i : ℕ) + 1 ≠ (j : ℕ) + 1 by omega))
    exact ((Commute.one_right _).add_right (h1.mul_right h2)).smul_right _
  · obtain ⟨h1, h2, h3⟩ := exchange_conj hg (hne i)
    refine ⟨exchange g i.succ i.castSucc, h1, (exchange_conj hg (hne i).symm).1, h2, h3,
      fun k hk hk' => ?_⟩
    have hc : braid g i * g k = g k * braid g i := exchange_commute hg hk.symm hk'.symm
    rw [hc, mul_assoc]
    unfold braid
    rw [h1, mul_one]
```

Most of this proof translates chain positions into the inequalities that the earlier lemmas need, and `omega` settles them. For distant exchanges, both Majoranas of the second pair are spectators of the first. The inverse supplied for `C` is the reversed exchange.

In this idealised model of exact zero modes, a simulation can follow how a sequence of exchanges acts on the Majorana operators by updating a list of labels and signs, since each conjugation is a signed permutation.

## Four Majoranas on two qubits

A concrete family is built from the Pauli matrices.

```lean
/-- The Pauli matrix X. -/
def σx : Matrix (Fin 2) (Fin 2) ℂ := !![0, 1; 1, 0]

/-- The Pauli matrix Y. -/
def σy : Matrix (Fin 2) (Fin 2) ℂ := !![0, -Complex.I; Complex.I, 0]

/-- The Pauli matrix Z. -/
def σz : Matrix (Fin 2) (Fin 2) ℂ := !![1, 0; 0, -1]
```

The four operators are $X\otimes1$, $Y\otimes1$, $Z\otimes X$ and $Z\otimes Y$. The factor $Z$ in the last two makes them anticommute with the first two. This is a chain with `n = 3`, the shortest on which two exchanges, $B_0$ and $B_2$, are distant.

```lean
/-- The two-qubit operators X⊗1, Y⊗1, Z⊗X and Z⊗Y form a family of four Majoranas. -/
theorem isMajorana_witness :
    IsMajorana ![σx ⊗ₖ (1 : Matrix (Fin 2) (Fin 2) ℂ), σy ⊗ₖ 1, σz ⊗ₖ σx, σz ⊗ₖ σy] := by
  have hxx : σx * σx = 1 := by
    ext i j; fin_cases i <;> fin_cases j <;> simp [σx, Matrix.mul_apply, Fin.sum_univ_succ]
  have hyy : σy * σy = 1 := by
    ext i j; fin_cases i <;> fin_cases j <;> simp [σy, Matrix.mul_apply, Fin.sum_univ_succ]
  have hzz : σz * σz = 1 := by
    ext i j; fin_cases i <;> fin_cases j <;> simp [σz, Matrix.mul_apply, Fin.sum_univ_succ]
  have hyx : σy * σx = -(σx * σy) := by
    ext i j; fin_cases i <;> fin_cases j <;>
      simp [σx, σy, Matrix.mul_apply, Fin.sum_univ_succ]
  have hzx : σz * σx = -(σx * σz) := by
    ext i j; fin_cases i <;> fin_cases j <;>
      simp [σx, σz, Matrix.mul_apply, Fin.sum_univ_succ]
  have hzy : σz * σy = -(σy * σz) := by
    ext i j; fin_cases i <;> fin_cases j <;>
      simp [σy, σz, Matrix.mul_apply, Fin.sum_univ_succ]
  have neg1 : ∀ P Q : Matrix (Fin 2) (Fin 2) ℂ, (-P) ⊗ₖ Q = -(P ⊗ₖ Q) := by
    intro P Q; ext i j; simp [Matrix.kroneckerMap_apply]
  have neg2 : ∀ P Q : Matrix (Fin 2) (Fin 2) ℂ, P ⊗ₖ (-Q) = -(P ⊗ₖ Q) := by
    intro P Q; ext i j; simp [Matrix.kroneckerMap_apply]
  constructor
  · intro i
    fin_cases i <;> simp [← Matrix.mul_kronecker_mul, hxx, hyy, hzz]
  · intro i j hij
    fin_cases i <;> fin_cases j <;> first
      | exact absurd rfl hij
      | simp [← Matrix.mul_kronecker_mul, hzz, hyx, hzx, hzy, neg1, neg2]

end

end MajoranaBraiding
```

The proof checks the Pauli products entry by entry. It then goes through all index pairs, using the rule that Kronecker products multiply factor by factor.

```lean
#print axioms MajoranaBraiding.exchange_braid_relation
-- 'MajoranaBraiding.exchange_braid_relation' depends on axioms: [propext, Classical.choice, Quot.sound]
#print axioms MajoranaBraiding.exchange_commutator
-- 'MajoranaBraiding.exchange_commutator' depends on axioms: [propext, Classical.choice, Quot.sound]
#print axioms MajoranaBraiding.majorana_braiding
-- 'MajoranaBraiding.majorana_braiding' depends on axioms: [propext, Classical.choice, Quot.sound]
```
